# Order-by-order equations for the formal eigenvalue problem (H0 + tV)ψ = Eψ

Let H0 and V be complex square matrices, ψ = Σ tⁿψ_n a vector of formal power series and E = Σ tⁿE_n a formal power series. Then (H0 + tV)ψ = Eψ holds if and only if

H0 ψ_0 = E_0 ψ_0

and, for every m ≥ 0,

(H0 − E_0) ψ_{m+1} = −V ψ_m + Σ_{k=0..m} E_{k+1} ψ_{m−k}.

## Recursive corrections in a finite basis

A code that generates high-order Møller–Plesset corrections in a finite determinant space solves these equations, with V the remainder after H0 is split off. The residual at each order checks the recursion, though not the convergence of the series.

## Comparing powers of t

The factor t shifts the order, so the coefficients of (H0 + tV)ψ are H0ψ_0 at order zero and H0ψ_{m+1} + Vψ_m at order m+1. On the right, the Cauchy product gives E_0ψ_0 and

(Eψ)_{m+1} = E_0 ψ_{m+1} + Σ_{k=0..m} E_{k+1} ψ_{m−k}.

Two series are equal exactly when all their coefficients are. Equating them and moving E_0ψ_{m+1} and Vψ_m across gives the stated equations; every step is reversible.

Now let φ be a left eigenvector, φH0 = E_0φ. It annihilates the left side at order m+1, leaving

Σ_{k=0..m} E_{k+1} (φ·ψ_{m−k}) = φ·Vψ_m.

In intermediate normalisation, φ·ψ_0 = 1 and φ·ψ_{k+1} = 0 for all k, only k = m survives:

E_{m+1} = φ·Vψ_m.

For Hermitian H0 and unit ψ_0, the adjoint of H0ψ_0 = E_0ψ_0 is ψ_0†H0 = E_0*ψ_0†. Contracting with ψ_0 gives E_0 = E_0*, so φ = ψ_0* qualifies.

To construct a solution, start from H0ψ_0 = E_0ψ_0 with φ·ψ_0 = 1, and take a reduced resolvent R with

(H0 − E_0)Rx = x − (φ·x)ψ_0 and φ·Rx = 0 for all x.

Write s_m for the right side of the order-(m+1) equation, with E_{k+1} = φ·Vψ_k, and set ψ_{m+1} = R s_m. The normalisation gives φ·s_m = −φ·Vψ_m + E_{m+1} = 0, hence (H0 − E_0)ψ_{m+1} = s_m.

For uniqueness, assume φH0 = E_0φ and R(H0 − E_0)x = x − (φ·x)ψ_0. Applying R to the order equation of any normalised solution returns ψ_{m+1} = R s_m, and induction fixes every coefficient from ψ_0 and E_0.

## The Lean file

```lean
import Mathlib

open Matrix PowerSeries

namespace OrderByOrderPerturbation

noncomputable section

variable {ι : Type*} [Fintype ι] [DecidableEq ι]

/-- The perturbed Hamiltonian `H0 + t V` as a matrix of formal power series in `t = X`. -/
def hamiltonian (H0 V : Matrix ι ι ℂ) : Matrix ι ι ℂ⟦X⟧ :=
  Matrix.of fun i j => (C (H0 i j) : ℂ⟦X⟧) + X * C (V i j)

/-- The order-`k` correction `ψ_k`: the vector of coefficients of `t^k`. -/
def vecCoeff (k : ℕ) (ψ : ι → ℂ⟦X⟧) : ι → ℂ :=
  fun i => coeff k (ψ i)

/-- The formal eigenvalue equation `(H0 + t V) ψ = E ψ`. -/
def IsFormalEigenpair (H0 V : Matrix ι ι ℂ) (E : ℂ⟦X⟧) (ψ : ι → ℂ⟦X⟧) : Prop :=
  hamiltonian H0 V *ᵥ ψ = fun i => E * ψ i

omit [DecidableEq ι] in
/-- The coefficients of `(H0 + t V) ψ` are `H0 ψ_0` at order zero and
`H0 ψ_(m+1) + V ψ_m` at order `m + 1`. -/
theorem vecCoeff_hamiltonian (H0 V : Matrix ι ι ℂ) (ψ : ι → ℂ⟦X⟧) :
    vecCoeff 0 (hamiltonian H0 V *ᵥ ψ) = H0 *ᵥ vecCoeff 0 ψ ∧
    ∀ m, vecCoeff (m + 1) (hamiltonian H0 V *ᵥ ψ)
      = H0 *ᵥ vecCoeff (m + 1) ψ + V *ᵥ vecCoeff m ψ := by
  constructor
  · funext i
    show coeff 0 (∑ j, ((C (H0 i j) : ℂ⟦X⟧) + X * C (V i j)) * ψ j)
      = ∑ j, H0 i j * coeff 0 (ψ j)
    simp only [map_sum, add_mul, mul_assoc, map_add, PowerSeries.coeff_C_mul,
      PowerSeries.coeff_zero_X_mul, add_zero]
  · intro m
    funext i
    show coeff (m + 1) (∑ j, ((C (H0 i j) : ℂ⟦X⟧) + X * C (V i j)) * ψ j)
      = ∑ j, H0 i j * coeff (m + 1) (ψ j) + ∑ j, V i j * coeff m (ψ j)
    -- coefficient `m + 1` of `t * f` is coefficient `m` of `f`
    simp only [map_sum, add_mul, mul_assoc, map_add, PowerSeries.coeff_C_mul,
      PowerSeries.coeff_succ_X_mul, Finset.sum_add_distrib]

omit [Fintype ι] [DecidableEq ι] in
/-- The order-`n` coefficient of `E ψ` is the Cauchy product `∑_{k=0}^{n} E_k ψ_(n-k)`. -/
theorem vecCoeff_energy_mul (E : ℂ⟦X⟧) (ψ : ι → ℂ⟦X⟧) (n : ℕ) :
    vecCoeff n (fun i => E * ψ i)
      = ∑ k ∈ Finset.range (n + 1), coeff k E • vecCoeff (n - k) ψ := by
  funext i
  rw [Finset.sum_apply]
  show coeff n (E * ψ i) = ∑ k ∈ Finset.range (n + 1), coeff k E * coeff (n - k) (ψ i)
  rw [PowerSeries.coeff_mul]
  exact Finset.Nat.sum_antidiagonal_eq_sum_range_succ
    (fun a b => coeff a E * coeff b (ψ i)) n

/-- The shifted operator `H0 - c` acts as `v ↦ H0 v - c v`. -/
theorem shift_mulVec (H0 : Matrix ι ι ℂ) (c : ℂ) (v : ι → ℂ) :
    (H0 - c • (1 : Matrix ι ι ℂ)) *ᵥ v = H0 *ᵥ v - c • v := by
  rw [Matrix.sub_mulVec, Matrix.smul_mulVec, Matrix.one_mulVec]

/-- Order-by-order equations: `(H0 + t V) ψ = E ψ` holds iff `H0 ψ_0 = E_0 ψ_0` and, at every
order `n = m + 1`, `(H0 - E_0) ψ_n = -V ψ_(n-1) + ∑_{k=1}^{n} E_k ψ_(n-k)`. -/
theorem formalEigenpair_iff (H0 V : Matrix ι ι ℂ) (E : ℂ⟦X⟧) (ψ : ι → ℂ⟦X⟧) :
    IsFormalEigenpair H0 V E ψ ↔
      H0 *ᵥ vecCoeff 0 ψ = coeff 0 E • vecCoeff 0 ψ ∧
      ∀ m, (H0 - coeff 0 E • (1 : Matrix ι ι ℂ)) *ᵥ vecCoeff (m + 1) ψ
        = -(V *ᵥ vecCoeff m ψ)
          + ∑ k ∈ Finset.range (m + 1), coeff (k + 1) E • vecCoeff (m - k) ψ := by
  obtain ⟨hH0, hHs⟩ := vecCoeff_hamiltonian H0 V ψ
  -- equality of series is equality of all coefficients
  have hext : IsFormalEigenpair H0 V E ψ ↔
      ∀ k, vecCoeff k (hamiltonian H0 V *ᵥ ψ) = vecCoeff k (fun i => E * ψ i) := by
    constructor
    · intro h k
      exact congrArg (vecCoeff k) h
    · intro h
      unfold IsFormalEigenpair
      funext i
      exact PowerSeries.ext fun k => congrFun (h k) i
  have hzero : vecCoeff 0 (fun i => E * ψ i) = coeff 0 E • vecCoeff 0 ψ := by
    rw [vecCoeff_energy_mul]
    simp
  -- split the `E_0` term off the Cauchy product
  have hsucc : ∀ m, vecCoeff (m + 1) (fun i => E * ψ i)
      = ∑ k ∈ Finset.range (m + 1), coeff (k + 1) E • vecCoeff (m - k) ψ
        + coeff 0 E • vecCoeff (m + 1) ψ := by
    intro m
    rw [vecCoeff_energy_mul, Finset.sum_range_succ' _ (m + 1)]
    simp only [Nat.add_sub_add_right, Nat.sub_zero]
  rw [hext]
  constructor
  · intro h
    refine ⟨?_, fun m => ?_⟩
    · have h0 := h 0
      rw [hH0, hzero] at h0
      exact h0
    · have hm := h (m + 1)
      rw [hHs m, hsucc m] at hm
      rw [shift_mulVec]
      linear_combination (norm := module) hm
  · rintro ⟨h0, h⟩ k
    cases k with
    | zero =>
      rw [hH0, hzero]
      exact h0
    | succ m =>
      have hm := h m
      rw [shift_mulVec] at hm
      rw [hHs m, hsucc m]
      linear_combination (norm := module) hm

/-- For a formal eigenpair and `φ` with `φ H0 = E_0 φ`, at every order
`∑_{k=0}^{m} E_(k+1) (φ · ψ_(m-k)) = φ · V ψ_m`. -/
theorem solvability_condition (H0 V : Matrix ι ι ℂ) (E : ℂ⟦X⟧) (ψ : ι → ℂ⟦X⟧) (φ : ι → ℂ)
    (h : IsFormalEigenpair H0 V E ψ) (hφ : φ ᵥ* H0 = coeff 0 E • φ) (m : ℕ) :
    ∑ k ∈ Finset.range (m + 1), coeff (k + 1) E * (φ ⬝ᵥ vecCoeff (m - k) ψ)
      = φ ⬝ᵥ V *ᵥ vecCoeff m ψ := by
  have hm := ((formalEigenpair_iff H0 V E ψ).1 h).2 m
  -- `φ` annihilates `(H0 - E_0) ψ_(m+1)`
  have hz : φ ⬝ᵥ (H0 - coeff 0 E • (1 : Matrix ι ι ℂ)) *ᵥ vecCoeff (m + 1) ψ = 0 := by
    rw [shift_mulVec, dotProduct_sub, Matrix.dotProduct_mulVec, hφ, smul_dotProduct,
      dotProduct_smul, sub_self]
  rw [hm, dotProduct_add, dotProduct_neg, dotProduct_sum] at hz
  simp only [dotProduct_smul, smul_eq_mul] at hz
  linear_combination hz

omit [DecidableEq ι] in
/-- If `φ · v_0 = 1` and `φ · v_(k+1) = 0` for all `k`, then
`φ · ∑_{k=0}^{m} a_k v_(m-k) = a_m`. -/
theorem projection_of_sum (φ : ι → ℂ) (a : ℕ → ℂ) (v : ℕ → ι → ℂ)
    (h0 : φ ⬝ᵥ v 0 = 1) (hs : ∀ k, φ ⬝ᵥ v (k + 1) = 0) (m : ℕ) :
    φ ⬝ᵥ (∑ k ∈ Finset.range (m + 1), a k • v (m - k)) = a m := by
  have hz : φ ⬝ᵥ (∑ k ∈ Finset.range m, a k • v (m - k)) = 0 := by
    rw [dotProduct_sum]
    refine Finset.sum_eq_zero fun k hk => ?_
    have hk' := Finset.mem_range.1 hk
    obtain ⟨j, hj⟩ : ∃ j, m - k = j + 1 := ⟨m - k - 1, by omega⟩
    rw [dotProduct_smul, hj, hs j, smul_zero]
  rw [Finset.sum_range_succ, dotProduct_add, hz, Nat.sub_self, dotProduct_smul, h0]
  simp

/-- For a formal eigenpair and `φ H0 = E_0 φ`, in intermediate normalisation
(`φ · ψ_0 = 1`, `φ · ψ_(k+1) = 0`) the energy corrections are `E_(m+1) = φ · V ψ_m`. -/
theorem energy_correction (H0 V : Matrix ι ι ℂ) (E : ℂ⟦X⟧) (ψ : ι → ℂ⟦X⟧) (φ : ι → ℂ)
    (h : IsFormalEigenpair H0 V E ψ) (hφ : φ ᵥ* H0 = coeff 0 E • φ)
    (h0 : φ ⬝ᵥ vecCoeff 0 ψ = 1) (hs : ∀ k, φ ⬝ᵥ vecCoeff (k + 1) ψ = 0) (m : ℕ) :
    coeff (m + 1) E = φ ⬝ᵥ V *ᵥ vecCoeff m ψ := by
  have h1 := solvability_condition H0 V E ψ φ h hφ m
  have h2 : φ ⬝ᵥ (∑ k ∈ Finset.range (m + 1), coeff (k + 1) E • vecCoeff (m - k) ψ)
      = coeff (m + 1) E :=
    projection_of_sum φ (fun k => coeff (k + 1) E) (fun k => vecCoeff k ψ) h0 hs m
  rw [dotProduct_sum] at h2
  simp only [dotProduct_smul, smul_eq_mul] at h2
  exact h2.symm.trans h1

/-- For Hermitian `H0` and a formal eigenpair with unit `ψ_0` orthogonal to all higher
corrections, `E_0` is real and `E_(m+1) = ⟨ψ_0 | V | ψ_m⟩`. -/
theorem energy_correction_hermitian (H0 V : Matrix ι ι ℂ) (E : ℂ⟦X⟧) (ψ : ι → ℂ⟦X⟧)
    (hH : H0.IsHermitian) (h : IsFormalEigenpair H0 V E ψ)
    (h0 : star (vecCoeff 0 ψ) ⬝ᵥ vecCoeff 0 ψ = 1)
    (hs : ∀ k, star (vecCoeff 0 ψ) ⬝ᵥ vecCoeff (k + 1) ψ = 0) :
    star (coeff 0 E) = coeff 0 E ∧
      ∀ m, coeff (m + 1) E = star (vecCoeff 0 ψ) ⬝ᵥ V *ᵥ vecCoeff m ψ := by
  have he := ((formalEigenpair_iff H0 V E ψ).1 h).1
  -- the bra of `ψ_0` is a left eigenvector
  have h1 : star (vecCoeff 0 ψ) ᵥ* H0 = star (coeff 0 E) • star (vecCoeff 0 ψ) := by
    have hst : star (H0 *ᵥ vecCoeff 0 ψ) = star (vecCoeff 0 ψ) ᵥ* H0ᴴ :=
      Matrix.star_mulVec _ _
    rw [hH.eq, he, star_smul] at hst
    exact hst.symm
  have h2 : star (coeff 0 E) = coeff 0 E := by
    have a := Matrix.dotProduct_mulVec (star (vecCoeff 0 ψ)) H0 (vecCoeff 0 ψ)
    rw [he, h1, dotProduct_smul, smul_dotProduct, h0] at a
    simp only [smul_eq_mul, mul_one] at a
    exact a.symm
  rw [h2] at h1
  exact ⟨h2, energy_correction H0 V E ψ _ h h1 h0 hs⟩

/-- The state corrections generated from `ψ0` by a matrix `R` through
`ψ_(m+1) = R (-V ψ_m + ∑_{k=0}^{m} (φ · V ψ_k) ψ_(m-k))`. -/
def rsState (V R : Matrix ι ι ℂ) (φ ψ0 : ι → ℂ) : ℕ → (ι → ℂ)
  | 0 => ψ0
  | m + 1 => R *ᵥ (-(V *ᵥ rsState V R φ ψ0 m) +
      ∑ k : Fin (m + 1),
        (φ ⬝ᵥ V *ᵥ rsState V R φ ψ0 (k : ℕ)) • rsState V R φ ψ0 (m - (k : ℕ)))
termination_by m => m
decreasing_by all_goals omega

/-- The state series whose coefficients are the corrections `rsState`. -/
def rsVector (V R : Matrix ι ι ℂ) (φ ψ0 : ι → ℂ) : ι → ℂ⟦X⟧ :=
  fun i => PowerSeries.mk fun n => rsState V R φ ψ0 n i

/-- The energy series with constant term `E0` and `E_(k+1) = φ · V ψ_k`, `ψ_k = rsState k`. -/
def rsEnergy (V R : Matrix ι ι ℂ) (φ ψ0 : ι → ℂ) (E0 : ℂ) : ℂ⟦X⟧ :=
  PowerSeries.mk fun n =>
    match n with
    | 0 => E0
    | k + 1 => φ ⬝ᵥ V *ᵥ rsState V R φ ψ0 k

/-- The recursion obeyed by `rsState`, with the sum running over `k = 0, …, m`. -/
theorem rsState_rec (V R : Matrix ι ι ℂ) (φ ψ0 : ι → ℂ) :
    rsState V R φ ψ0 0 = ψ0 ∧
    ∀ m, rsState V R φ ψ0 (m + 1) = R *ᵥ (-(V *ᵥ rsState V R φ ψ0 m) +
      ∑ k ∈ Finset.range (m + 1),
        (φ ⬝ᵥ V *ᵥ rsState V R φ ψ0 k) • rsState V R φ ψ0 (m - k)) := by
  constructor
  · rw [rsState]
  · intro m
    rw [rsState, Finset.sum_range]

/-- Existence: if `H0 ψ0 = E0 ψ0`, `φ · ψ0 = 1`, `(H0 - E0) R = 1 - ψ0 φ` and `φ R = 0`, the
recursively built series form a formal eigenpair starting at `(E0, ψ0)` with
`φ · ψ_(m+1) = 0`. -/
theorem rs_series_solves (H0 V R : Matrix ι ι ℂ) (φ ψ0 : ι → ℂ) (E0 : ℂ)
    (h0 : H0 *ᵥ ψ0 = E0 • ψ0) (hn : φ ⬝ᵥ ψ0 = 1)
    (hR : ∀ x, (H0 - E0 • (1 : Matrix ι ι ℂ)) *ᵥ (R *ᵥ x) = x - (φ ⬝ᵥ x) • ψ0)
    (hφR : ∀ x, φ ⬝ᵥ R *ᵥ x = 0) :
    IsFormalEigenpair H0 V (rsEnergy V R φ ψ0 E0) (rsVector V R φ ψ0) ∧
      vecCoeff 0 (rsVector V R φ ψ0) = ψ0 ∧ coeff 0 (rsEnergy V R φ ψ0 E0) = E0 ∧
      ∀ m, φ ⬝ᵥ vecCoeff (m + 1) (rsVector V R φ ψ0) = 0 := by
  obtain ⟨r0, rs⟩ := rsState_rec V R φ ψ0
  have hv : ∀ n, vecCoeff n (rsVector V R φ ψ0) = rsState V R φ ψ0 n := by
    intro n
    funext i
    simp only [vecCoeff, rsVector, PowerSeries.coeff_mk]
  have hE0 : coeff 0 (rsEnergy V R φ ψ0 E0) = E0 := by
    unfold rsEnergy
    exact PowerSeries.coeff_mk _ _
  have hEs : ∀ k, coeff (k + 1) (rsEnergy V R φ ψ0 E0) = φ ⬝ᵥ V *ᵥ rsState V R φ ψ0 k := by
    intro k
    unfold rsEnergy
    exact PowerSeries.coeff_mk _ _
  have hN : ∀ m, φ ⬝ᵥ rsState V R φ ψ0 (m + 1) = 0 := by
    intro m
    rw [rs m]
    exact hφR _
  refine ⟨?_, by rw [hv, r0], hE0, fun m => by rw [hv]; exact hN m⟩
  rw [formalEigenpair_iff]
  simp only [hv, hE0, hEs]
  refine ⟨by rw [r0]; exact h0, fun m => ?_⟩
  -- `φ` takes the same value on the sum as on `V ψ_m`
  have hc : φ ⬝ᵥ (∑ k ∈ Finset.range (m + 1),
      (φ ⬝ᵥ V *ᵥ rsState V R φ ψ0 k) • rsState V R φ ψ0 (m - k))
      = φ ⬝ᵥ V *ᵥ rsState V R φ ψ0 m :=
    projection_of_sum φ (fun k => φ ⬝ᵥ V *ᵥ rsState V R φ ψ0 k) (rsState V R φ ψ0)
      (by rw [r0]; exact hn) hN m
  rw [rs m, hR, dotProduct_add, dotProduct_neg, hc, neg_add_cancel, zero_smul, sub_zero]

/-- Uniqueness: if `φ H0 = E0 φ`, `φ · ψ0 = 1` and `R (H0 - E0) = 1 - ψ0 φ`, every formal
eigenpair starting at `(E0, ψ0)` with `φ · ψ_(m+1) = 0` equals the recursively built series. -/
theorem rs_series_unique (H0 V R : Matrix ι ι ℂ) (φ ψ0 : ι → ℂ) (E0 : ℂ)
    (E : ℂ⟦X⟧) (ψ : ι → ℂ⟦X⟧)
    (hφ : φ ᵥ* H0 = E0 • φ) (hn : φ ⬝ᵥ ψ0 = 1)
    (hR : ∀ x, R *ᵥ ((H0 - E0 • (1 : Matrix ι ι ℂ)) *ᵥ x) = x - (φ ⬝ᵥ x) • ψ0)
    (h : IsFormalEigenpair H0 V E ψ) (hψ0 : vecCoeff 0 ψ = ψ0) (hE0 : coeff 0 E = E0)
    (hs : ∀ m, φ ⬝ᵥ vecCoeff (m + 1) ψ = 0) :
    E = rsEnergy V R φ ψ0 E0 ∧ ψ = rsVector V R φ ψ0 := by
  subst hψ0
  subst hE0
  obtain ⟨r0, rs⟩ := rsState_rec V R φ (vecCoeff 0 ψ)
  have hE := energy_correction H0 V E ψ φ h hφ hn hs
  have hv : ∀ m, vecCoeff m ψ = rsState V R φ (vecCoeff 0 ψ) m := by
    intro m
    induction m using Nat.strong_induction_on with
    | _ m ih =>
      cases m with
      | zero => exact r0.symm
      | succ m =>
        -- apply `R` to the order `m + 1` equation
        have hm := ((formalEigenpair_iff H0 V E ψ).1 h).2 m
        have h1 := hR (vecCoeff (m + 1) ψ)
        rw [hm, hs m, zero_smul, sub_zero] at h1
        have hsum : ∑ k ∈ Finset.range (m + 1), coeff (k + 1) E • vecCoeff (m - k) ψ
            = ∑ k ∈ Finset.range (m + 1),
              (φ ⬝ᵥ V *ᵥ rsState V R φ (vecCoeff 0 ψ) k)
                • rsState V R φ (vecCoeff 0 ψ) (m - k) := by
          refine Finset.sum_congr rfl fun k hk => ?_
          have hk' := Finset.mem_range.1 hk
          rw [hE k, ih k (by omega), ih (m - k) (by omega)]
        rw [rs m, ← h1, hsum, ih m (by omega)]
  constructor
  · refine PowerSeries.ext fun n => ?_
    cases n with
    | zero =>
      symm
      unfold rsEnergy
      exact PowerSeries.coeff_mk _ _
    | succ n =>
      rw [hE n, hv n]
      symm
      unfold rsEnergy
      exact PowerSeries.coeff_mk _ _
  · funext i
    refine PowerSeries.ext fun n => ?_
    have hi := congrFun (hv n) i
    simp only [rsVector, PowerSeries.coeff_mk]
    exact hi

/-- The two-level unperturbed Hamiltonian `diag(0, 1)`. -/
def wH0 : Matrix (Fin 2) (Fin 2) ℂ := !![0, 0; 0, 1]

/-- A lower-triangular, non-Hermitian two-level perturbation. -/
def wV : Matrix (Fin 2) (Fin 2) ℂ := !![1, 0; 1, 1]

/-- The first basis vector of the two-level system. -/
def wφ : Fin 2 → ℂ := ![1, 0]

/-- The state series `(1, -t)`. -/
def wψ : Fin 2 → ℂ⟦X⟧ := ![1, -X]

/-- The non-commuting pair `wH0`, `wV` with `E = t`, `ψ = wψ`, `φ = ψ0 = wφ`, `E0 = 0` and
`R = wH0` meets the hypotheses of the theorems above. -/
theorem two_level_witness :
    IsFormalEigenpair wH0 wV X wψ ∧ wH0.IsHermitian ∧ wH0 * wV ≠ wV * wH0 ∧
      vecCoeff 0 wψ = wφ ∧ coeff 0 (X : ℂ⟦X⟧) = 0 ∧ star wφ = wφ ∧
      wH0 *ᵥ wφ = (0 : ℂ) • wφ ∧ wφ ᵥ* wH0 = (0 : ℂ) • wφ ∧ wφ ⬝ᵥ wφ = 1 ∧
      (∀ m, wφ ⬝ᵥ vecCoeff (m + 1) wψ = 0) ∧
      (∀ x, (wH0 - (0 : ℂ) • (1 : Matrix (Fin 2) (Fin 2) ℂ)) *ᵥ (wH0 *ᵥ x)
        = x - (wφ ⬝ᵥ x) • wφ) ∧
      (∀ x, wH0 *ᵥ ((wH0 - (0 : ℂ) • (1 : Matrix (Fin 2) (Fin 2) ℂ)) *ᵥ x)
        = x - (wφ ⬝ᵥ x) • wφ) ∧
      (∀ x, wφ ⬝ᵥ wH0 *ᵥ x = 0) := by
  have hm : ∀ x : Fin 2 → ℂ, wH0 *ᵥ x = ![0, x 1] := by
    intro x
    ext i
    fin_cases i <;> simp [wH0, Matrix.mulVec, dotProduct, Fin.sum_univ_two]
  have hd : ∀ x : Fin 2 → ℂ, wφ ⬝ᵥ x = x 0 := by
    intro x
    simp [wφ, dotProduct, Fin.sum_univ_two]
  refine ⟨?_, ?_, ?_, ?_, ?_, ?_, ?_, ?_, ?_, ?_, ?_, ?_, ?_⟩
  · unfold IsFormalEigenpair
    funext i
    fin_cases i <;>
      simp [hamiltonian, wH0, wV, wψ, Matrix.mulVec, dotProduct, Fin.sum_univ_two] <;> ring
  · refine Matrix.IsHermitian.ext fun i j => ?_
    fin_cases i <;> fin_cases j <;> simp [wH0]
  · intro h
    have h10 := congrFun (congrFun h 1) 0
    simp [wH0, wV, Matrix.mul_apply, Fin.sum_univ_two] at h10
  · funext i
    fin_cases i <;> simp [vecCoeff, wψ, wφ]
  · simp
  · ext i
    fin_cases i <;> simp [wφ]
  · rw [hm]
    ext i
    fin_cases i <;> simp [wφ]
  · ext i
    fin_cases i <;> simp [wH0, wφ, Matrix.vecMul, dotProduct, Fin.sum_univ_two]
  · rw [hd]
    simp [wφ]
  · intro m
    rw [hd]
    simp [vecCoeff, wψ, PowerSeries.coeff_one]
  · intro x
    simp only [zero_smul, sub_zero, hm, hd]
    ext i
    fin_cases i <;> simp [wφ]
  · intro x
    simp only [zero_smul, sub_zero, hm, hd]
    ext i
    fin_cases i <;> simp [wφ]
  · intro x
    rw [hd, hm]
    simp

end

end OrderByOrderPerturbation
```

```lean
#print axioms OrderByOrderPerturbation.formalEigenpair_iff
-- 'OrderByOrderPerturbation.formalEigenpair_iff' depends on axioms: [propext, Classical.choice, Quot.sound]
#print axioms OrderByOrderPerturbation.energy_correction_hermitian
-- 'OrderByOrderPerturbation.energy_correction_hermitian' depends on axioms: [propext, Classical.choice, Quot.sound]
#print axioms OrderByOrderPerturbation.rs_series_solves
-- 'OrderByOrderPerturbation.rs_series_solves' depends on axioms: [propext, Classical.choice, Quot.sound]
#print axioms OrderByOrderPerturbation.rs_series_unique
-- 'OrderByOrderPerturbation.rs_series_unique' depends on axioms: [propext, Classical.choice, Quot.sound]
```

## Scope and conventions

`ι` labels a finite basis, `ℂ⟦X⟧` is the ring of formal series with `X` = t, and `vecCoeff k ψ` is ψ_k. `IsFormalEigenpair` is the eigenvalue equation, and `formalEigenpair_iff` is the equivalence. It needs neither Hermiticity nor a non-degenerate E_0, and it admits ψ = 0.

The product `⬝ᵥ` does not conjugate; the Hermitian theorem therefore writes `star` explicitly. H0 − E_0 is singular, and R inverts it only on the vectors x with φ·x = 0; codes that use the corresponding reduced inverse of E_0 − H0 have the opposite sign. Its identities are hypotheses: they express an isolated, non-degenerate level, and the file does not construct R from a spectrum. Convergence at a numerical t, rounding error and infinite-dimensional operators are not covered.

`two_level_witness` supplies a case with a known answer: H0 = diag(0, 1), V with rows (1, 0) and (1, 1), E = t, ψ = (1, −t). It meets the hypotheses with R = H0, although H0 and V do not commute. This V is not Hermitian, so the example is an algebraic test and not a physical Hamiltonian.

## How the proof follows the algebra

`vecCoeff_hamiltonian` and `vecCoeff_energy_mul` compute the two sides' coefficients. In the main theorem, `PowerSeries.ext` turns equal coefficients into equal series, and `Finset.sum_range_succ'` splits off the E_0 term.

The rearrangement rests on `linear_combination (norm := module) hm`. This subtracts the known equation `hm` from the goal and asks `module` to show that the difference vanishes. `module` handles scalars multiplying vectors and treats H0ψ_{m+1}, Vψ_m and the whole sum as opaque vectors. The same line therefore serves both directions of the equivalence.

`solvability_condition` performs the projection, and `projection_of_sum` isolates the surviving term for `energy_correction`; `energy_correction_hermitian` supplies the left eigenvector from ψ_0. `rs_series_solves` verifies the recursion through the main equivalence. `rs_series_unique` uses strong induction, because s_m contains all the earlier corrections.
